# The Dirac exchange hole times y⁴ has no limit, but its running mean tends to −9/4

For the Dirac hole

J(y) = −(9/2)(sin y − y cos y)²/y⁶,

the function y⁴J(y) has no limit as y → ∞, yet

(1/R) ∫₀ᴿ y⁴J(y) dy → −9/4 as R → ∞.

Here y = k_F u, with u the distance between two electrons and k_F the Fermi wavevector; J is the exchange hole divided by the density. For the spin-unpolarised uniform gas at exchange level, a nonoscillating model hole with tail −(9/4)/y⁴ therefore reproduces the long-range average of y⁴J, though not its oscillations.

```lean
import Mathlib

open Filter Topology

namespace DiracHoleRunningMean

noncomputable section
```

## A sharp Fermi sphere

The physical assumption sits in the formula for J: plane-wave orbitals, doubly occupied up to k_F and empty above. Lean takes this formula as a definition and does not derive it from a Slater determinant.

```lean
/-- The Dirac exchange hole of the spin-unpolarised uniform electron gas, divided by the density, as
a function of the reduced separation `y ≠ 0`; at `y = 0` the formula returns 0. -/
def diracHole (y : ℝ) : ℝ :=
  -(9 / 2) * (Real.sin y - y * Real.cos y) ^ 2 / y ^ 6
```

At y = 0 Lean's division by zero gives `diracHole 0 = 0` instead of the physical limit −1/2, but the factor y⁴ removes the difference.

```lean
/-- The exchange hole multiplied by the fourth power of the reduced separation. -/
def scaledHole (y : ℝ) : ℝ := y ^ 4 * diracHole y
```

The next definition is the primitive P(y) used for the integral. It contains sinc y, which is (sin y)/y for y ≠ 0 and 1 at y = 0.

```lean
/-- A linear term plus products of sine with cosine and with `sinc`; used below as a primitive of
the scaled hole. -/
def holePrimitive (y : ℝ) : ℝ :=
  -(9 / 2) * (y / 2 + Real.sin y * Real.cos y / 2 - Real.sin y * Real.sinc y)
```

By hand, dividing sin y − y cos y by y gives

y⁴J(y) = −(9/2)(sinc y − cos y)².

Both sides vanish at y = 0, which the proof treats as a separate case.

```lean
/-- The scaled hole is `-9/2` times the square of the difference between
`sinc y` and `cos y`. -/
theorem scaledHole_eq (y : ℝ) :
    scaledHole y = -(9 / 2) * (Real.sinc y - Real.cos y) ^ 2 := by
  by_cases hy : y = 0
  · subst hy
    simp [scaledHole, diracHole]
  · rw [Real.sinc_of_ne_zero hy]
    unfold scaledHole diracHole
    field_simp
```

Now fix a phase θ and set yₙ = θ + 2πn. Then cos yₙ = cos θ, while |sinc yₙ| ≤ 1/yₙ → 0 once yₙ > 0, so

yₙ⁴J(yₙ) → −(9/2)cos²θ.

Lean obtains the decay of sinc by squeezing and composes it with this sequence.

```lean
/-- At separations of fixed phase `θ`, one period apart, the scaled hole tends to
`-(9/2) cos² θ`. -/
theorem scaledHole_fixed_phase (θ : ℝ) :
    Tendsto (fun n : ℕ => scaledHole (θ + n * (2 * Real.pi))) atTop
      (𝓝 (-(9 / 2) * Real.cos θ ^ 2)) := by
  have hseq : Tendsto (fun n : ℕ => θ + (n : ℝ) * (2 * Real.pi)) atTop atTop :=
    tendsto_atTop_add_const_left atTop θ
      (tendsto_natCast_atTop_atTop.atTop_mul_const Real.two_pi_pos)
  -- the sinc contribution dies out at large separation
  have hsinc : Tendsto Real.sinc atTop (𝓝 0) := by
    refine squeeze_zero_norm' ?_ tendsto_inv_atTop_zero
    filter_upwards [eventually_gt_atTop (0 : ℝ)] with y hy
    rw [Real.sinc_of_ne_zero hy.ne', Real.norm_eq_abs, abs_div, abs_of_pos hy,
      inv_eq_one_div]
    have h1 := Real.abs_sin_le_one y
    gcongr
  have h := (((hsinc.comp hseq).sub_const (Real.cos θ)).pow 2).const_mul (-(9 / 2) : ℝ)
  have hval : -(9 / 2) * (0 - Real.cos θ) ^ 2 = -(9 / 2) * Real.cos θ ^ 2 := by ring
  rw [hval] at h
  refine h.congr (fun n => ?_)
  rw [scaledHole_eq, Real.cos_add_nat_mul_two_pi]
  rfl
```

Phase 0 gives −9/2 and phase π/2 gives 0. By `tendsto_nhds_unique`, a limit L would have to equal both values, which is impossible.

```lean
/-- The scaled exchange hole has no limit at large separation. -/
theorem scaledHole_no_limit : ¬ ∃ L : ℝ, Tendsto scaledHole atTop (𝓝 L) := by
  rintro ⟨L, hL⟩
  have key : ∀ θ : ℝ, L = -(9 / 2) * Real.cos θ ^ 2 := fun θ =>
    tendsto_nhds_unique
      (hL.comp (tendsto_atTop_add_const_left atTop θ
        (tendsto_natCast_atTop_atTop.atTop_mul_const Real.two_pi_pos)))
      (scaledHole_fixed_phase θ)
  -- phases 0 and π/2 give incompatible limits
  have h0 := key 0
  have h1 := key (Real.pi / 2)
  rw [Real.cos_zero] at h0
  rw [Real.cos_pi_div_two] at h1
  norm_num at h0 h1
  linarith
```

Without the sharp Fermi surface the conclusion can change: thermal smearing damps the oscillations and makes the hole decay faster than y⁻⁴.

## Nonzero separation, x ≠ 0

This hypothesis keeps the two electrons apart. The derivation by hand uses it to write sinc y = (sin y)/y and differentiate:

P(y) = −(9/2)[y/2 + (sin y cos y)/2 − (sin²y)/y],

P′(y) = −(9/2)[1/2 + (cos²y − sin²y)/2 − (2 sin y cos y)/y + (sin²y)/y²].

Since 1/2 + (cos²y − sin²y)/2 = cos²y, the bracket is (sinc y − cos y)², and P′(y) = y⁴J(y). In Lean, `hx` permits the derivative of y⁻¹, and `linear_combination` supplies sin²x + cos²x = 1.

```lean
/-- Away from the origin the derivative of the primitive is the scaled hole. -/
theorem hasDerivAt_holePrimitive {x : ℝ} (hx : x ≠ 0) :
    HasDerivAt holePrimitive (scaledHole x) x := by
  have hfun : holePrimitive = fun y : ℝ => -(9 / 2) *
      (y / 2 + Real.sin y * Real.cos y / 2 - Real.sin y * Real.sin y * y⁻¹) := by
    funext y
    by_cases hy : y = 0
    · subst hy
      simp [holePrimitive]
    · unfold holePrimitive
      rw [Real.sinc_of_ne_zero hy]
      ring
  have hs := Real.hasDerivAt_sin x
  have hc := Real.hasDerivAt_cos x
  have hv : HasDerivAt (fun y : ℝ => y⁻¹) (-(x ^ 2)⁻¹) x := hasDerivAt_inv hx
  have h := ((((hasDerivAt_id' x).div_const 2).fun_add
    ((hs.fun_mul hc).div_const 2)).fun_sub
      ((hs.fun_mul hs).fun_mul hv)).const_mul (-(9 / 2) : ℝ)
  rw [hfun]
  refine h.congr_deriv ?_
  rw [scaledHole_eq, Real.sinc_of_ne_zero hx]
  linear_combination (9 / 4) * Real.sin_sq_add_cos_sq x
```

The derivative formula also holds at the origin, but this proof, which differentiates y⁻¹, would not reach it.

## Ordered windows of separations, 0 ≤ a ≤ b

Distances are nonnegative, and a window runs from its nearer end to its farther one. By hand,

∫ₐᵇ y⁴J(y) dy = P(b) − P(a).

The proof turns on `intervalIntegral.integral_eq_sub_of_hasDerivAt_of_le`. This form of the fundamental theorem of calculus asks for continuity of P on the closed interval [a,b], but for its derivative only on the open interval (a,b), together with integrability of the derivative. With 0 ≤ a, every interior point is positive, so the previous lemma applies even when the window starts at zero. Continuity of `Real.sinc` covers the endpoint.

```lean
/-- The integral of the scaled hole over a window of separations is the difference of
the explicit primitive at its ends. -/
theorem integral_scaledHole {a b : ℝ} (ha : 0 ≤ a) (hab : a ≤ b) :
    ∫ y in a..b, scaledHole y = holePrimitive b - holePrimitive a := by
  have hsinc : Continuous Real.sinc := Real.continuous_sinc
  have hP : Continuous holePrimitive := by
    unfold holePrimitive
    fun_prop
  have hS : Continuous scaledHole := by
    rw [funext scaledHole_eq]
    fun_prop
  exact intervalIntegral.integral_eq_sub_of_hasDerivAt_of_le hab hP.continuousOn
    (fun x hx => hasDerivAt_holePrimitive (lt_of_le_of_lt ha hx.1).ne')
    (hS.intervalIntegrable a b)
```

The identity remains true for negative or reversed endpoints, with the usual sign convention; the hypotheses serve this proof and match the physical range.

## A window of positive length, L > 0

An average needs a window to average over. First, for every y,

P(y) + (9/4)y = −(9/4)sin y cos y + (9/2)sin y sinc y.

Because |sin y cos y| ≤ 1/2 and |sin y sinc y| ≤ 1, the right side is at most 9/8 + 9/2 = 45/8 in magnitude.

```lean
/-- The primitive stays within `45/8` of the straight line of slope `-9/4`. -/
theorem holePrimitive_near_line (y : ℝ) : |holePrimitive y + 9 / 4 * y| ≤ 45 / 8 := by
  have h1 := Real.sin_sq_add_cos_sq y
  have h2 : |Real.sin y * Real.sinc y| ≤ 1 := by
    rw [abs_mul]
    exact mul_le_one₀ (Real.abs_sin_le_one y) (abs_nonneg _) (Real.abs_sinc_le_one y)
  obtain ⟨h3, h4⟩ := abs_le.1 h2
  have h5 : Real.sin y * Real.cos y ≤ 1 / 2 := by
    nlinarith [sq_nonneg (Real.sin y - Real.cos y)]
  have h6 : -(1 / 2) ≤ Real.sin y * Real.cos y := by
    nlinarith [sq_nonneg (Real.sin y + Real.cos y)]
  unfold holePrimitive
  rw [abs_le]
  constructor <;> linarith
```

Subtracting the values at a and a + L leaves an error of at most 45/4. Dividing by L gives

|(1/L) ∫ₐᵃ⁺ᴸ y⁴J(y) dy + 9/4| ≤ 45/(4L).

The proof uses `hL` to order the endpoints and to divide. For negative L the bound would fail, since its right side would be negative.

```lean
/-- The average of the scaled hole over any window of length `L` differs from `-9/4` by at most
`(45/4)/L`, for `L > 0` and any starting point `a ≥ 0`. -/
theorem window_mean_bound {a L : ℝ} (ha : 0 ≤ a) (hL : 0 < L) :
    |(1 / L) * (∫ y in a..(a + L), scaledHole y) + 9 / 4| ≤ (45 / 4) / L := by
  rw [integral_scaledHole ha (by linarith)]
  obtain ⟨h1, h2⟩ := abs_le.1 (holePrimitive_near_line a)
  obtain ⟨h3, h4⟩ := abs_le.1 (holePrimitive_near_line (a + L))
  have hb : |holePrimitive (a + L) - holePrimitive a + 9 / 4 * L| ≤ 45 / 4 := by
    rw [abs_le]
    constructor <;> linarith
  have he : (1 / L) * (holePrimitive (a + L) - holePrimitive a) + 9 / 4
      = (holePrimitive (a + L) - holePrimitive a + 9 / 4 * L) / L := by
    field_simp
  rw [he, abs_div, abs_of_pos hL]
  gcongr
```

The bound does not depend on a, so a long window anywhere in the tail has nearly the same average.

## Averaging range R → ∞

Physically, a range covering many oscillations gives a mean close to −9/4 wherever the range ends. Taking a = 0 and L = R bounds the deviation by 45/(4R), which tends to zero. In the theorem, `atTop` expresses R → ∞ and `𝓝 (-(9 / 4))` the limiting value; `squeeze_zero_norm'` carries out the squeeze. At finite R the mean need not equal −9/4, though it does when R is a positive multiple of π, where sin R = 0 and so P(R) = −(9/4)R.

```lean
/-- The Dirac exchange hole times `y⁴` has no limit at large separation, while its
running mean over `(0, R]` tends to `-9/4` as `R` grows. -/
theorem dirac_hole_running_mean :
    (¬ ∃ L : ℝ, Tendsto (fun y => y ^ 4 * diracHole y) atTop (𝓝 L)) ∧
    Tendsto (fun R : ℝ => (1 / R) * ∫ y in (0 : ℝ)..R, y ^ 4 * diracHole y) atTop
      (𝓝 (-(9 / 4))) := by
  refine ⟨scaledHole_no_limit, ?_⟩
  change Tendsto (fun R : ℝ => (1 / R) * ∫ y in (0 : ℝ)..R, scaledHole y) atTop
    (𝓝 (-(9 / 4)))
  -- the deviation from -9/4 is squeezed to zero by the window estimate
  have h : Tendsto (fun R : ℝ => (1 / R) * (∫ y in (0 : ℝ)..R, scaledHole y) + 9 / 4)
      atTop (𝓝 0) := by
    refine squeeze_zero_norm' (a := fun R : ℝ => (45 / 4) / R) ?_
      (tendsto_const_nhds.div_atTop tendsto_id)
    filter_upwards [eventually_gt_atTop (0 : ℝ)] with R hR
    have hw := window_mean_bound le_rfl hR
    rw [zero_add] at hw
    exact hw
  have h2 := h.add_const (-(9 / 4) : ℝ)
  rw [zero_add] at h2
  exact h2.congr (fun R => by ring)

end

end DiracHoleRunningMean
```

```lean
#print axioms DiracHoleRunningMean.dirac_hole_running_mean
-- 'DiracHoleRunningMean.dirac_hole_running_mean' depends on axioms: [propext, Classical.choice, Quot.sound]
```
